# The squared Dirac determinant from $P^2=c$ and an anticommuting chirality matrix

## A free fermion at fixed momentum

Integrating out a free Dirac fermion produces, for each momentum $p$, the determinant of the matrix $\gamma^\mu p_\mu-m$. In four dimensions this can be expanded in a chosen representation of the gamma matrices. How much of the answer depends on that choice?

Write $P$ for the slashed momentum $\gamma^\mu p_\mu$ and $G$ for the chirality matrix. The Clifford relations give $P^2=c$, where $c=p\cdot p$ is the invariant square of the momentum. Chirality squares to one and anticommutes with every gamma matrix, hence with $P$. These relations alone determine the square of the determinant, for a free fermion at one momentum and with finite matrices.

## The relations and their consequence

Let $P$ and $G$ be complex $N\times N$ matrices with
$$P^2=c\,1,\qquad G^2=1,\qquad GP=-PG .$$
Let $\chi_P(X)=\det(X-P)$ be the characteristic polynomial. Then
$$\chi_P(X)^2=(X^2-c)^N,\qquad \det(P-m)^2=(m^2-c)^N$$
for every complex $m$.

In Lean, the matrices have type `Matrix (Fin N) (Fin N) ℂ`, and the three relations are the hypotheses `hP`, `hG` and `hA`. The constant polynomial $c$ is written `C c`. No hermiticity or reality is assumed, and $P$ need not be built from gamma matrices. The general theorems take the relations as given; `slash_witness` verifies them for the explicit $4\times4$ matrices, with $c=E^2-p_x^2-p_y^2-p_z^2$. Position dependence and background fields are not covered.

## Flipping the momentum

For a complex number $x$, conjugation by $G$ gives
$$G(x-P)G=xG^2-GPG=x+PG^2=x+P .$$
Since $(\det G)^2=1$, it follows that $\det(x-P)=\det(x+P)$. The product of the two factors is
$$(x-P)(x+P)=x^2-P^2=(x^2-c)\,1,$$
so taking determinants yields $\det(x-P)^2=(x^2-c)^N$.

The left side is $\chi_P(x)^2$. Complex polynomials that agree at every point are equal, which gives the polynomial identity. Finally, $\det(P-m)=(-1)^N\det(m-P)$, and the sign disappears on squaring.

## Mass shell, dimension and square root

For $N>0$, the squared determinant vanishes exactly when $m^2=c$, so $P-m$ is singular exactly on the mass shell.

If $c\neq0$, then $(\det P)^2=c^N\neq0$, and $\det G\neq0$ as well. Comparing determinants in $GP=-PG$ gives $(-1)^N=1$, so $N$ is even. Here and in the Lean docstrings, dimension means the matrix size $N$, not the number of spacetime dimensions.

For $N=2k$, the squares of $\chi_P$ and $(X^2-c)^k$ agree, so the two polynomials are equal up to sign. Both are monic, hence
$$\chi_P(X)=(X^2-c)^k .$$
Setting $X=m$ in the $4\times4$ case gives the familiar $\det(P-m)=(m^2-c)^2$.

## The smallest matrices

For $N=1$, numbers commute, so the relations force $P=0$ and $c=0$. The first positive dimension that allows $c\neq0$ is $N=2$, for example
$$P=\begin{pmatrix}0&a\\ b&0\end{pmatrix},\qquad G=\begin{pmatrix}1&0\\0&-1\end{pmatrix},$$
with $c=ab$ and $\det(P-m)=m^2-ab$.

## A trace condition in place of chirality

The model could assume $\operatorname{tr}P=0$ and leave out $G$. For $c\neq0$, the eigenvalues $\pm\sqrt c$ would then occur equally often, giving the same characteristic polynomial. The argument would count eigenvalues instead of conjugating by a symmetry, and chirality would no longer be visible in the hypotheses.

## The Lean file

```lean
import Mathlib

open Polynomial

namespace DiracDeterminant

noncomputable section

variable {N : ℕ}

/-- Reversing the sign of the slashed momentum `P` leaves the determinant of `x - P` unchanged
when a chirality matrix `G` anticommutes with `P`. -/
theorem det_chirality_flip (P G : Matrix (Fin N) (Fin N) ℂ)
    (hG : G * G = 1) (hA : G * P = -(P * G)) (x : ℂ) :
    (x • (1 : Matrix (Fin N) (Fin N) ℂ) - P).det
      = (x • (1 : Matrix (Fin N) (Fin N) ℂ) + P).det := by
  -- conjugation by chirality reverses the momentum
  have h : G * (x • (1 : Matrix (Fin N) (Fin N) ℂ) - P) * G
      = x • (1 : Matrix (Fin N) (Fin N) ℂ) + P := by
    have h1 : G * (x • (1 : Matrix (Fin N) (Fin N) ℂ) - P) * G
        = x • (G * G) - (G * P) * G := by
      rw [mul_sub, sub_mul, mul_smul_comm, mul_one, smul_mul_assoc]
    rw [h1, hA, neg_mul, mul_assoc, hG, mul_one, sub_neg_eq_add]
  have hd : G.det * G.det = 1 := by rw [← Matrix.det_mul, hG, Matrix.det_one]
  rw [← h, Matrix.det_mul, Matrix.det_mul]
  linear_combination (-(x • (1 : Matrix (Fin N) (Fin N) ℂ) - P).det) * hd

/-- The determinant of `x - P` squares to `(x² - c)^N`, where `c` is the square of the slashed
momentum `P`. -/
theorem det_sq (P G : Matrix (Fin N) (Fin N) ℂ) (c : ℂ)
    (hP : P * P = c • (1 : Matrix (Fin N) (Fin N) ℂ))
    (hG : G * G = 1) (hA : G * P = -(P * G)) (x : ℂ) :
    (x • (1 : Matrix (Fin N) (Fin N) ℂ) - P).det ^ 2 = (x ^ 2 - c) ^ N := by
  -- the product of the two Dirac factors is the Klein-Gordon factor
  have h : (x • (1 : Matrix (Fin N) (Fin N) ℂ) - P) * (x • (1 : Matrix (Fin N) (Fin N) ℂ) + P)
      = (x ^ 2 - c) • (1 : Matrix (Fin N) (Fin N) ℂ) := by
    have h1 : (x • (1 : Matrix (Fin N) (Fin N) ℂ) - P)
        * (x • (1 : Matrix (Fin N) (Fin N) ℂ) + P)
        = (x ^ 2) • (1 : Matrix (Fin N) (Fin N) ℂ) - P * P := by
      simp only [sub_mul, mul_add, smul_mul_assoc, mul_smul_comm, one_mul, mul_one]
      module
    rw [h1, hP, sub_smul]
  calc (x • (1 : Matrix (Fin N) (Fin N) ℂ) - P).det ^ 2
      = (x • (1 : Matrix (Fin N) (Fin N) ℂ) - P).det
        * (x • (1 : Matrix (Fin N) (Fin N) ℂ) + P).det := by
        rw [← det_chirality_flip P G hG hA x, sq]
    _ = (x ^ 2 - c) ^ N := by
        rw [← Matrix.det_mul, h, Matrix.det_smul, Matrix.det_one, mul_one, Fintype.card_fin]

/-- The characteristic polynomial of the slashed momentum `P` has square `(X² - c)^N`. -/
theorem charpoly_sq (P G : Matrix (Fin N) (Fin N) ℂ) (c : ℂ)
    (hP : P * P = c • (1 : Matrix (Fin N) (Fin N) ℂ))
    (hG : G * G = 1) (hA : G * P = -(P * G)) :
    P.charpoly ^ 2 = (X ^ 2 - C c) ^ N := by
  -- two complex polynomials with the same values are equal
  apply Polynomial.funext
  intro x
  have hm : (evalRingHom x).mapMatrix P.charmatrix
      = x • (1 : Matrix (Fin N) (Fin N) ℂ) - P := by
    ext i j
    by_cases h : i = j
    · subst h
      simp
    · simp [h]
  have he : eval x P.charpoly = (x • (1 : Matrix (Fin N) (Fin N) ℂ) - P).det := by
    rw [← coe_evalRingHom, Matrix.charpoly, RingHom.map_det, hm]
  rw [eval_pow, he, det_sq P G c hP hG hA]
  simp

/-- The Dirac determinant obeys `det(P - m)² = (m² - c)^N` for every complex mass `m`. -/
theorem dirac_det_sq (P G : Matrix (Fin N) (Fin N) ℂ) (c : ℂ)
    (hP : P * P = c • (1 : Matrix (Fin N) (Fin N) ℂ))
    (hG : G * G = 1) (hA : G * P = -(P * G)) (m : ℂ) :
    (P - m • (1 : Matrix (Fin N) (Fin N) ℂ)).det ^ 2 = (m ^ 2 - c) ^ N := by
  have hs : ((-1 : ℂ) ^ N) ^ 2 = 1 := by
    rw [← pow_mul, mul_comm, pow_mul]
    simp
  rw [← neg_sub (m • (1 : Matrix (Fin N) (Fin N) ℂ)) P, Matrix.det_neg, Fintype.card_fin,
    mul_pow, hs, one_mul, det_sq P G c hP hG hA]

/-- In nonzero dimension the Dirac matrix `P - m` is singular exactly on the mass shell
`m² = c`. -/
theorem dirac_det_eq_zero_iff (P G : Matrix (Fin N) (Fin N) ℂ) (c : ℂ) (hN : N ≠ 0)
    (hP : P * P = c • (1 : Matrix (Fin N) (Fin N) ℂ))
    (hG : G * G = 1) (hA : G * P = -(P * G)) (m : ℂ) :
    (P - m • (1 : Matrix (Fin N) (Fin N) ℂ)).det = 0 ↔ m ^ 2 = c := by
  have h := dirac_det_sq P G c hP hG hA m
  constructor
  · intro h0
    rw [h0, zero_pow two_ne_zero] at h
    exact sub_eq_zero.mp ((pow_eq_zero_iff hN).mp h.symm)
  · intro h0
    rw [h0, sub_self, zero_pow hN] at h
    exact (pow_eq_zero_iff two_ne_zero).mp h

/-- A slashed momentum with nonzero square and an anticommuting chirality matrix exist only in
even dimension. -/
theorem even_dimension (P G : Matrix (Fin N) (Fin N) ℂ) (c : ℂ) (hc : c ≠ 0)
    (hP : P * P = c • (1 : Matrix (Fin N) (Fin N) ℂ))
    (hG : G * G = 1) (hA : G * P = -(P * G)) : Even N := by
  have hg : G.det * G.det = 1 := by rw [← Matrix.det_mul, hG, Matrix.det_one]
  have hp : P.det * P.det = c ^ N := by
    rw [← Matrix.det_mul, hP, Matrix.det_smul, Matrix.det_one, mul_one, Fintype.card_fin]
  have h : G.det * P.det = (-1) ^ N * (P.det * G.det) := by
    rw [← Matrix.det_mul, hA, Matrix.det_neg, Fintype.card_fin, Matrix.det_mul]
  rcases Nat.even_or_odd N with he | ho
  · exact he
  · -- in odd dimension the determinant of `G P` would equal its own negative
    rw [ho.neg_one_pow] at h
    have h2 : G.det * P.det = 0 := by linear_combination h / 2
    rcases mul_eq_zero.mp h2 with h0 | h0
    · rw [h0] at hg
      simp at hg
    · exact (pow_ne_zero N hc (by rw [← hp, h0, zero_mul])).elim

/-- In dimension `N = 2k` the characteristic polynomial of the slashed momentum is
`(X² - c)^k`. -/
theorem charpoly_eq (P G : Matrix (Fin N) (Fin N) ℂ) (c : ℂ) (k : ℕ) (hN : N = 2 * k)
    (hP : P * P = c • (1 : Matrix (Fin N) (Fin N) ℂ))
    (hG : G * G = 1) (hA : G * P = -(P * G)) :
    P.charpoly = (X ^ 2 - C c) ^ k := by
  have hk : (X ^ 2 - C c : ℂ[X]) ^ N = ((X ^ 2 - C c) ^ k) ^ 2 := by
    rw [← pow_mul, hN, mul_comm k 2]
  have h := (charpoly_sq P G c hP hG hA).trans hk
  have hq : ((X ^ 2 - C c : ℂ[X]) ^ k).Monic := (monic_X_pow_sub_C c two_ne_zero).pow k
  rcases sq_eq_sq_iff_eq_or_eq_neg.mp h with h1 | h1
  · exact h1
  · -- both polynomials are monic, which excludes the minus sign
    have hl := congrArg Polynomial.leadingCoeff h1
    rw [leadingCoeff_neg, hq.leadingCoeff, (Matrix.charpoly_monic P).leadingCoeff] at hl
    norm_num at hl

/-- The slashed four-momentum `γ⁰E - γ·p` in the chiral representation. -/
def slash (E px py pz : ℂ) : Matrix (Fin 4) (Fin 4) ℂ :=
  !![0, 0, E - pz, -(px - Complex.I * py);
     0, 0, -(px + Complex.I * py), E + pz;
     E + pz, px - Complex.I * py, 0, 0;
     px + Complex.I * py, E - pz, 0, 0]

/-- The chirality matrix in the chiral representation. -/
def chirality : Matrix (Fin 4) (Fin 4) ℂ :=
  !![-1, 0, 0, 0; 0, -1, 0, 0; 0, 0, 1, 0; 0, 0, 0, 1]

/-- The slashed four-momentum squares to `E² - p²`, chirality squares to one, and the two
anticommute. -/
theorem slash_witness (E px py pz : ℂ) :
    slash E px py pz * slash E px py pz
        = (E ^ 2 - px ^ 2 - py ^ 2 - pz ^ 2) • (1 : Matrix (Fin 4) (Fin 4) ℂ)
      ∧ chirality * chirality = 1
      ∧ chirality * slash E px py pz = -(slash E px py pz * chirality) := by
  refine ⟨?_, ?_, ?_⟩
  · ext i j
    fin_cases i <;> fin_cases j <;>
      simp [slash, Matrix.mul_apply, Fin.sum_univ_four] <;>
      first
        | ring1
        | linear_combination py ^ 2 * Complex.I_sq
  · ext i j
    fin_cases i <;> fin_cases j <;>
      simp [chirality, Matrix.mul_apply, Fin.sum_univ_four]
  · ext i j
    fin_cases i <;> fin_cases j <;>
      simp [slash, chirality, Matrix.mul_apply, Fin.sum_univ_four]

end

end DiracDeterminant
```

```lean
#print axioms DiracDeterminant.det_chirality_flip
-- 'DiracDeterminant.det_chirality_flip' depends on axioms: [propext, Classical.choice, Quot.sound]
#print axioms DiracDeterminant.dirac_det_eq_zero_iff
-- 'DiracDeterminant.dirac_det_eq_zero_iff' depends on axioms: [propext, Classical.choice, Quot.sound]
#print axioms DiracDeterminant.even_dimension
-- 'DiracDeterminant.even_dimension' depends on axioms: [propext, Classical.choice, Quot.sound]
#print axioms DiracDeterminant.charpoly_eq
-- 'DiracDeterminant.charpoly_eq' depends on axioms: [propext, Classical.choice, Quot.sound]
```

## How the proof follows the algebra

`det_chirality_flip` proves the conjugation identity as `h` and $(\det G)^2=1$ as `hd`; it rewrites the goal with `h`, and `linear_combination` closes it with `hd`. In `det_sq`, `h` is the product of the two factors, and the `calc` block replaces one copy of $\det(x-P)$ by $\det(x+P)$ before multiplying.

`charpoly_sq` uses `Polynomial.funext` to reduce the polynomial identity to values at $x$. There `hm` evaluates the characteristic matrix entry by entry, and `RingHom.map_det` moves evaluation through the determinant. `dirac_det_sq` handles the sign $(-1)^N$, and `dirac_det_eq_zero_iff` reads off the zeros.

`even_dimension` assumes $N$ odd and finds $\det G\det P=0$, contradicting `hg` or `hp`. `charpoly_eq` splits the equality of squares into two signs and excludes the minus sign by comparing leading coefficients. `slash_witness` checks all matrix entries, using $i^2=-1$ where the $p_y^2$ terms require it.
